# Problem sheet: a constant c added to the one-electron operator shifts every N-electron level by Nc

The formal statement has to decide where the N electrons live and how the Pauli principle enters. They are placed in the full N-fold product of a one-electron basis, with labelled electrons and no antisymmetry built in. The Pauli principle enters later through a subspace S in which eigenvectors are sought: when the basis labels include spin, the physical states are those in the subspace of antisymmetric wavefunctions. The basis labels form a type ι, finite wherever an operator acts on a wavefunction, and may include spin. The basis is treated as orthonormal, since the constant shift is c times the unit matrix and eigenvalue equations carry no overlap matrix.

```lean
import Mathlib

open Matrix
open scoped ComplexOrder

namespace OneElectronShift

noncomputable section

variable {ι : Type*} [DecidableEq ι] {N : ℕ}
```

The electrons are numbered k = 0, …, N − 1, as in `Fin N`. A configuration x assigns a label x_k to each electron, and a wavefunction ψ is a complex function of configurations.

```lean
/-- Basis states of `N` electrons: one label of the one-electron basis for each electron. -/
abbrev Config (ι : Type*) (N : ℕ) := Fin N → ι
```

The one-electron operator h is any complex matrix on ι, so it can hold kinetic energy, nuclear attraction and a nonlocal core potential. Acting on electron k it becomes h⁽ᵏ⁾, with elements

h⁽ᵏ⁾(x, y) = h(x_k, y_k) if x_j = y_j for all j ≠ k, and 0 otherwise.

```lean
/-- The one-electron operator `h` acting on electron `k` and as the identity on the others. -/
def onElectron (k : Fin N) (h : Matrix ι ι ℂ) : Matrix (Config ι N) (Config ι N) ℂ :=
  Matrix.of fun x y => if ∀ j, j ≠ k → x j = y j then h (x k) (y k) else 0
```

With W any matrix on configurations, for instance the electron repulsion, held fixed while h varies,

H(h) = Σ_k h⁽ᵏ⁾ + W.

```lean
/-- The `N`-electron Hamiltonian: `h` summed over all electrons plus a fixed operator `W`. -/
def hamiltonian (W : Matrix (Config ι N) (Config ι N) ℂ) (h : Matrix ι ι ℂ) :
    Matrix (Config ι N) (Config ι N) ℂ :=
  (∑ k : Fin N, onElectron k h) + W
```

For a number c, `shifted h c` is h + c1.

```lean
/-- The one-electron operator with a constant added, `h + c 1`. -/
def shifted (h : Matrix ι ι ℂ) (c : ℂ) : Matrix ι ι ℂ :=
  h + c • (1 : Matrix ι ι ℂ)
```

A level of a matrix A in S is a real E with Aψ = Eψ for some nonzero ψ in S, and a gap is a difference of two levels. Both are sets, so degeneracies are not counted, and S need not be invariant under A.

```lean
/-- The real eigenvalues of `A` that have a nonzero eigenvector in the subspace `S`. -/
def levels {n : Type*} [Fintype n] (S : Submodule ℂ (n → ℂ)) (A : Matrix n n ℂ) : Set ℝ :=
  {E | ∃ ψ ∈ S, ψ ≠ 0 ∧ A *ᵥ ψ = (E : ℂ) • ψ}

/-- All differences of two levels of `A` in the subspace `S`. -/
def gaps {n : Type*} [Fintype n] (S : Submodule ℂ (n → ℂ)) (A : Matrix n n ℂ) : Set ℝ :=
  {g | ∃ E₁ ∈ levels S A, ∃ E₂ ∈ levels S A, g = E₁ - E₂}
```

## (a) The shift on one electron

Task: show (h + c1)⁽ᵏ⁾ = h⁽ᵏ⁾ + c1, the last 1 being the identity on the product space.

Solution: compare elements (x, y). For x = y both sides are h(x_k, x_k) + c. For x ≠ y the right side is h⁽ᵏ⁾(x, y). If x and y agree off k they must differ at k, so the added term c δ(x_k, y_k) vanishes; if they do not agree off k, both sides are 0. The proof makes the same two splits with `by_cases` and `split_ifs`, and `hk` records x_k ≠ y_k.

```lean
/-- A constant `c` added to `h` and applied to electron `k` adds `c` times the identity of
the `N`-electron space. -/
theorem onElectron_shift (k : Fin N) (h : Matrix ι ι ℂ) (c : ℂ) :
    onElectron k (shifted h c)
      = onElectron k h + c • (1 : Matrix (Config ι N) (Config ι N) ℂ) := by
  ext x y
  by_cases hxy : x = y
  · subst hxy
    simp [onElectron, shifted]
  · rw [Matrix.add_apply, Matrix.smul_apply, Matrix.one_apply_ne hxy, smul_zero, add_zero]
    simp only [onElectron, Matrix.of_apply]
    split_ifs with hc
    · -- distinct configurations that agree off `k` must differ at `k`
      have hk : x k ≠ y k := fun e =>
        hxy (funext fun j => if hj : j = k then (by rw [hj]; exact e) else hc j hj)
      simp [shifted, Matrix.one_apply_ne hk]
    · rfl
```

## (b) The shift on N electrons

Task: for every N, W, h and complex c, show

H(h + c1) = H(h) + Nc·1.

Solution: by (a),

Σ_k (h⁽ᵏ⁾ + c1) + W = Σ_k h⁽ᵏ⁾ + Nc·1 + W.

`Finset.sum_const` turns the N equal terms into the factor N.

```lean
/-- Adding a constant `c` to the one-electron operator adds `N c` to the Hamiltonian:
`H(h + c 1) = H(h) + N c 1`. -/
theorem hamiltonian_shift (W : Matrix (Config ι N) (Config ι N) ℂ) (h : Matrix ι ι ℂ)
    (c : ℂ) :
    hamiltonian W (shifted h c)
      = hamiltonian W h + ((N : ℂ) * c) • (1 : Matrix (Config ι N) (Config ι N) ℂ) := by
  simp only [hamiltonian, onElectron_shift, Finset.sum_add_distrib, Finset.sum_const,
    Finset.card_univ, Fintype.card_fin]
  rw [← smul_smul, Nat.cast_smul_eq_nsmul]
  exact add_right_comm _ _ _
```

## (c) The converse

Task: for N ≥ 1 and complex a, show that H(h′) = H(h) + a1 forces h′ = h + (a/N)1.

Solution: W cancels, leaving Σ_k h′⁽ᵏ⁾(x, y) = Σ_k h⁽ᵏ⁾(x, y) + a δ(x, y), which is `hsum`. Let x put every electron in label i. The diagonal element (x, x) receives g(i, i) from each electron for any one-electron matrix g (`hdiag`), so

N h′(i, i) = N h(i, i) + a.

For j ≠ i let y be x with one electron k₀ moved to j. A term with k ≠ k₀ vanishes because x and y differ at k₀, so only g(i, j) survives (`hoff`), and x ≠ y gives

h′(i, j) = h(i, j).

The hypothesis is an operator identity on the whole product space. Agreement of gaps alone, or agreement inside the antisymmetric sector alone, is a weaker assumption that the theorem does not treat.

```lean
/-- Converse: for `N ≥ 1`, if `H(h') = H(h) + a 1` then `h' = h + (a / N) 1`. -/
theorem shifted_of_hamiltonian_shift (hN : 1 ≤ N) (W : Matrix (Config ι N) (Config ι N) ℂ)
    (h h' : Matrix ι ι ℂ) (a : ℂ)
    (H : hamiltonian W h'
      = hamiltonian W h + a • (1 : Matrix (Config ι N) (Config ι N) ℂ)) :
    h' = shifted h (a / N) := by
  have hN' : (N : ℂ) ≠ 0 := Nat.cast_ne_zero.2 (by omega)
  have hsum : ∀ x y : Config ι N, (∑ k : Fin N, onElectron k h' x y)
      = (∑ k : Fin N, onElectron k h x y)
        + a * (1 : Matrix (Config ι N) (Config ι N) ℂ) x y := by
    intro x y
    have hxy := congrFun (congrFun H x) y
    simp only [hamiltonian, Matrix.add_apply, Matrix.sum_apply, Matrix.smul_apply,
      smul_eq_mul] at hxy
    linear_combination hxy
  ext i j
  by_cases hij : i = j
  · subst hij
    -- all electrons in orbital `i`: the diagonal element appears `N` times
    have hdiag : ∀ g : Matrix ι ι ℂ,
        (∑ k : Fin N, onElectron k g (fun _ => i) (fun _ => i)) = N * g i i := by
      intro g
      simp [onElectron]
    have hs := hsum (fun _ => i) (fun _ => i)
    rw [hdiag, hdiag, Matrix.one_apply_eq] at hs
    have e : (N : ℂ) * (a / N) = a := by field_simp
    simp only [shifted, Matrix.add_apply, Matrix.smul_apply, Matrix.one_apply_eq, smul_eq_mul]
    apply mul_left_cancel₀ hN'
    linear_combination hs - e
  · -- one electron moved from `i` to `j`: only its term survives
    obtain ⟨k₀⟩ : Nonempty (Fin N) := ⟨⟨0, hN⟩⟩
    have hoff : ∀ g : Matrix ι ι ℂ,
        (∑ k : Fin N, onElectron k g (fun _ => i)
          (Function.update (fun _ : Fin N => i) k₀ j)) = g i j := by
      intro g
      rw [Finset.sum_eq_single k₀]
      · simp only [onElectron, Matrix.of_apply]
        split_ifs with hc
        · simp
        · exact absurd (fun l hl => by simp [Function.update_of_ne hl]) hc
      · intro k _ hk
        simp only [onElectron, Matrix.of_apply]
        rw [if_neg]
        intro hc
        exact hij (by simpa using hc k₀ (Ne.symm hk))
      · simp
    have hne : (fun _ : Fin N => i) ≠ Function.update (fun _ : Fin N => i) k₀ j := by
      intro e
      exact hij (by simpa using congrFun e k₀)
    have hs := hsum (fun _ => i) (Function.update (fun _ : Fin N => i) k₀ j)
    rw [hoff, hoff, Matrix.one_apply_ne hne] at hs
    simp only [shifted, Matrix.add_apply, Matrix.smul_apply, Matrix.one_apply_ne hij,
      smul_eq_mul]
    linear_combination hs
```

## (d) Hermiticity

Task: if h and W are Hermitian, so is H(h).

Solution: the condition "x and y agree off k" is symmetric in x and y. Where it holds,

h⁽ᵏ⁾(y, x)* = h(y_k, x_k)* = h(x_k, y_k) = h⁽ᵏ⁾(x, y),

with * the complex conjugate, and elsewhere both sides are 0. This is `hk`; summing over k and adding W finishes the proof.

```lean
/-- The Hamiltonian built from Hermitian `h` and Hermitian `W` is Hermitian. -/
theorem hamiltonian_isHermitian {W : Matrix (Config ι N) (Config ι N) ℂ} {h : Matrix ι ι ℂ}
    (hW : W.IsHermitian) (hh : h.IsHermitian) : (hamiltonian W h).IsHermitian := by
  have hk : ∀ (k : Fin N) (x y : Config ι N),
      star (onElectron k h y x) = onElectron k h x y := by
    intro k x y
    simp only [onElectron, Matrix.of_apply]
    by_cases hc : ∀ j, j ≠ k → x j = y j
    · have hc' : ∀ j, j ≠ k → y j = x j := fun j hj => (hc j hj).symm
      rw [if_pos hc, if_pos hc']
      exact hh.apply _ _
    · have hc' : ¬ ∀ j, j ≠ k → y j = x j := fun H => hc fun j hj => (H j hj).symm
      rw [if_neg hc, if_neg hc', star_zero]
  refine Matrix.IsHermitian.ext fun x y => ?_
  simp only [hamiltonian, Matrix.add_apply, Matrix.sum_apply, star_add, star_sum, hk,
    hW.apply]
```

## (e) Real eigenvalues

Task: if A is a Hermitian matrix of finite size, ψ ≠ 0 and Aψ = Eψ, then E is real.

Solution: write ⟨φ, ψ⟩ for `star φ ⬝ᵥ ψ`. Hermiticity gives ⟨ψ, Aψ⟩ = ⟨Aψ, ψ⟩ (`h1`), hence

E ⟨ψ, ψ⟩ = E* ⟨ψ, ψ⟩.

The vector is not normalised, so the proof cancels ⟨ψ, ψ⟩ ≠ 0 (`hne`); for a unit vector this factor is 1. The conclusion is stated as Re E = E.

```lean
/-- An eigenvalue of a Hermitian matrix with a nonzero eigenvector equals its real part. -/
theorem eigenvalue_real {n : Type*} [Fintype n] {A : Matrix n n ℂ} (hA : A.IsHermitian)
    {ψ : n → ℂ} (hψ : ψ ≠ 0) {E : ℂ} (hE : A *ᵥ ψ = E • ψ) : (E.re : ℂ) = E := by
  have h1 : star ψ ⬝ᵥ (A *ᵥ ψ) = star (A *ᵥ ψ) ⬝ᵥ ψ := by
    rw [Matrix.star_mulVec, hA.eq, Matrix.dotProduct_mulVec]
  rw [hE, star_smul, dotProduct_smul, smul_dotProduct, smul_eq_mul, smul_eq_mul] at h1
  have hne : star ψ ⬝ᵥ ψ ≠ 0 := fun e => hψ (dotProduct_star_self_eq_zero.1 e)
  have h2 : E = star E := mul_right_cancel₀ hne h1
  exact Complex.conj_eq_iff_re.1 h2.symm
```

## (f) Action on a wavefunction

Task: confirm that h⁽ᵏ⁾ is the intended operator. With x[k→a] the configuration x with label k replaced by a (`Function.update x k a`), show

(h⁽ᵏ⁾ψ)(x) = Σ_a h(x_k, a) ψ(x[k→a]).

Solution: y agrees with x off k exactly when y = x[k→y_k], so

h⁽ᵏ⁾(x, y) = Σ_a δ(y, x[k→a]) h(x_k, a),

where only a = y_k can contribute (`key`). Insert this into Σ_y h⁽ᵏ⁾(x, y) ψ(y), exchange the sums with `Finset.sum_comm`, and let the delta remove the sum over y. No later part depends on this result.

```lean
variable [Fintype ι]

/-- Applied to a wavefunction, `h` on electron `k` contracts the index of electron `k` and
leaves the other indices fixed. -/
theorem onElectron_mulVec (k : Fin N) (h : Matrix ι ι ℂ) (ψ : Config ι N → ℂ)
    (x : Config ι N) :
    (onElectron k h *ᵥ ψ) x = ∑ a, h (x k) a * ψ (Function.update x k a) := by
  have key : ∀ y : Config ι N, onElectron k h x y
      = ∑ a, if y = Function.update x k a then h (x k) a else 0 := by
    intro y
    rw [Finset.sum_eq_single (y k)]
    · simp only [onElectron, Matrix.of_apply]
      refine if_congr ?_ rfl rfl
      rw [Function.eq_update_iff]
      exact ⟨fun H => ⟨rfl, fun j hj => (H j hj).symm⟩, fun H j hj => (H.2 j hj).symm⟩
    · intro b _ hb
      rw [if_neg]
      intro e
      exact hb (by rw [e]; simp)
    · simp
  simp only [Matrix.mulVec, dotProduct, key, Finset.sum_mul]
  rw [Finset.sum_comm]
  refine Finset.sum_congr rfl fun a _ => ?_
  simp [ite_mul]
```

## (g) Eigenvectors

Task: for complex c and E and any ψ, show

H(h + c1)ψ = (E + Nc)ψ ⇔ H(h)ψ = Eψ.

Solution: by (b) the left equation reads H(h)ψ + Ncψ = Eψ + Ncψ, and Ncψ cancels (`add_left_inj`).

```lean
/-- `H(h + c 1) ψ = (E + N c) ψ` holds exactly when `H(h) ψ = E ψ`. -/
theorem eigen_shift_iff (W : Matrix (Config ι N) (Config ι N) ℂ) (h : Matrix ι ι ℂ)
    (c E : ℂ) (ψ : Config ι N → ℂ) :
    hamiltonian W (shifted h c) *ᵥ ψ = (E + N * c) • ψ ↔ hamiltonian W h *ᵥ ψ = E • ψ := by
  have hone : ∀ a : ℂ, (a • (1 : Matrix (Config ι N) (Config ι N) ℂ)) *ᵥ ψ = a • ψ := by
    intro a
    ext x
    simp [Matrix.mulVec, dotProduct, Matrix.one_apply]
  rw [hamiltonian_shift, Matrix.add_mulVec, hone, add_smul, add_left_inj]
```

## (h) Levels

Task: for real c and E and any subspace S, E + Nc is a level of H(h + c1) in S exactly when E is a level of H(h) in S.

Solution: by (g) the same nonzero ψ in S serves on both sides.

```lean
/-- For real `c` and any subspace `S`, `E + N c` is a level of `H(h + c 1)` in `S` exactly
when `E` is a level of `H(h)` in `S`. -/
theorem mem_levels_shift (W : Matrix (Config ι N) (Config ι N) ℂ) (h : Matrix ι ι ℂ)
    (S : Submodule ℂ (Config ι N → ℂ)) (c E : ℝ) :
    E + N * c ∈ levels S (hamiltonian W (shifted h c)) ↔ E ∈ levels S (hamiltonian W h) := by
  simp only [levels, Set.mem_ofPred_eq, Complex.ofReal_add, Complex.ofReal_mul,
    Complex.ofReal_natCast, eigen_shift_iff]
```

## (i) Gaps

Task: for real c, H(h + c1) and H(h) have the same gap set in every S.

Solution: if E₁, E₂ are shifted levels, then E₁ − Nc and E₂ − Nc are unshifted levels by (h), and

E₁ − E₂ = (E₁ − Nc) − (E₂ − Nc).

The other inclusion adds Nc to both levels.

```lean
/-- For real `c`, `H(h + c 1)` and `H(h)` have the same set of gaps in any subspace `S`. -/
theorem gaps_shift (W : Matrix (Config ι N) (Config ι N) ℂ) (h : Matrix ι ι ℂ)
    (S : Submodule ℂ (Config ι N → ℂ)) (c : ℝ) :
    gaps S (hamiltonian W (shifted h c)) = gaps S (hamiltonian W h) := by
  ext g
  constructor
  · rintro ⟨E₁, h₁, E₂, h₂, rfl⟩
    refine ⟨E₁ - N * c, ?_, E₂ - N * c, ?_, by ring⟩
    · exact (mem_levels_shift W h S c _).1 (by rwa [sub_add_cancel])
    · exact (mem_levels_shift W h S c _).1 (by rwa [sub_add_cancel])
  · rintro ⟨E₁, h₁, E₂, h₂, rfl⟩
    exact ⟨E₁ + N * c, (mem_levels_shift W h S c _).2 h₁,
      E₂ + N * c, (mem_levels_shift W h S c _).2 h₂, by ring⟩
```

## (j) Any level can be moved to any real value

Task: let N ≥ 1, let h and W be Hermitian, let H(h)ψ = Eψ with ψ ≠ 0 and E complex, and let T be real. Find a real c such that h + c1 is Hermitian, H(h + c1)ψ = Tψ, for all φ and complex E′ the equation H(h + c1)φ = (T + E′ − E)φ holds exactly when H(h)φ = E′φ, and the gap sets agree in every S.

Solution: E is real by (d) and (e), so

c = (T − E)/N

is real and E + Nc = T (`hc'`). A real multiple of the identity is Hermitian. The second claim is (g) with E + Nc = T. The third is (g) again, since T + (E′ − E) = E′ + Nc (`hT`), and the fourth is (i).

Two small examples, worked on paper and not in Lean, show the role of the hypotheses. For N = 0 there is one empty configuration and H(h) = W for every h, so with W = 0 the level 0 never reaches T = 1. For N = 1, a single label, W = 0 and the non-Hermitian h = (i), with i the imaginary unit, the eigenvalue i + c is not real for any real c.

A reusable device appears in `obtain ⟨c, hc⟩ : ∃ c : ℝ, E.re + N * c = T`. The quotient is used once as a witness, and afterwards c is a variable known only through a division-free equation, which `push_cast` and `linear_combination` handle directly.

```lean
/-- For `N ≥ 1`, Hermitian `h`, `W`, an eigenstate `ψ` of `H(h)` with energy `E` and any real
`T`, some real `c` keeps `h + c 1` Hermitian and gives `ψ` the energy `T`, while `φ` has energy
`T + (E' - E)` after the shift exactly when it had `E'` before, and all gap sets agree. -/
theorem level_moves_anywhere (hN : 1 ≤ N) {W : Matrix (Config ι N) (Config ι N) ℂ}
    {h : Matrix ι ι ℂ} (hW : W.IsHermitian) (hh : h.IsHermitian)
    {ψ : Config ι N → ℂ} (hψ : ψ ≠ 0) {E : ℂ} (hE : hamiltonian W h *ᵥ ψ = E • ψ) (T : ℝ) :
    ∃ c : ℝ, (shifted h c).IsHermitian ∧
      hamiltonian W (shifted h c) *ᵥ ψ = (T : ℂ) • ψ ∧
      (∀ (φ : Config ι N → ℂ) (E' : ℂ),
        hamiltonian W (shifted h c) *ᵥ φ = (T + (E' - E)) • φ ↔
          hamiltonian W h *ᵥ φ = E' • φ) ∧
      ∀ S : Submodule ℂ (Config ι N → ℂ),
        gaps S (hamiltonian W (shifted h c)) = gaps S (hamiltonian W h) := by
  have hN' : (N : ℝ) ≠ 0 := Nat.cast_ne_zero.2 (by omega)
  -- the level is real, so the required shift `(T - E) / N` is real
  have hre := eigenvalue_real (hamiltonian_isHermitian hW hh) hψ hE
  have e : (N : ℝ) * ((T - E.re) / N) = T - E.re := by field_simp
  obtain ⟨c, hc⟩ : ∃ c : ℝ, E.re + N * c = T := ⟨(T - E.re) / N, by rw [e]; ring⟩
  have hc' : E + (N : ℂ) * (c : ℂ) = (T : ℂ) := by
    rw [← hc]
    push_cast
    rw [hre]
  refine ⟨c, ?_, ?_, ?_, fun S => gaps_shift W h S c⟩
  · have hs : star (c : ℂ) = c := Complex.conj_ofReal c
    have h1 : (1 : Matrix ι ι ℂ).IsHermitian := Matrix.isHermitian_one
    refine Matrix.IsHermitian.ext fun i j => ?_
    simp only [shifted, Matrix.add_apply, Matrix.smul_apply, smul_eq_mul, star_add,
      star_mul', hh.apply, hs, h1.apply]
  · rw [← hc', eigen_shift_iff]
    exact hE
  · intro φ E'
    have hT : (T : ℂ) + (E' - E) = E' + (N : ℂ) * (c : ℂ) := by
      linear_combination (-1 : ℂ) * hc'
    rw [hT, eigen_shift_iff]
```

## (k) The lowest level

Task: let N ≥ 1 and suppose H(h) has a least level E₀ in S (`IsLeast`: a level that bounds all levels from below). For real T, find a real c that makes T the least level of H(h + c1) in S with unchanged gaps. Existence of E₀ is assumed, and Hermiticity is not required because levels are real by definition.

Solution: take c = (T − E₀)/N. By (h), T = E₀ + Nc is a level. If E is any shifted level, E − Nc is an unshifted one, so E₀ ≤ E − Nc (`hle`) and therefore

T = E₀ + Nc ≤ E.

At fixed N, the operators h and h + c1 thus give the same eigenstates and excitation energies, while their total energies differ by Nc. A lower total energy alone therefore does not show that one of them is the better model.

```lean
/-- For `N ≥ 1`, if `H(h)` has a lowest level in the subspace `S`, then for any real `T` some
real `c` makes `T` the lowest level of `H(h + c 1)` in `S`, with the same gaps in `S`. -/
theorem lowest_level_arbitrary (hN : 1 ≤ N) (W : Matrix (Config ι N) (Config ι N) ℂ)
    (h : Matrix ι ι ℂ) (S : Submodule ℂ (Config ι N → ℂ)) {E₀ : ℝ}
    (h₀ : IsLeast (levels S (hamiltonian W h)) E₀) (T : ℝ) :
    ∃ c : ℝ, IsLeast (levels S (hamiltonian W (shifted h c))) T ∧
      gaps S (hamiltonian W (shifted h c)) = gaps S (hamiltonian W h) := by
  have hN' : (N : ℝ) ≠ 0 := Nat.cast_ne_zero.2 (by omega)
  have e : (N : ℝ) * ((T - E₀) / N) = T - E₀ := by field_simp
  obtain ⟨c, hc⟩ : ∃ c : ℝ, E₀ + N * c = T := ⟨(T - E₀) / N, by rw [e]; ring⟩
  refine ⟨c, ⟨?_, ?_⟩, gaps_shift W h S c⟩
  · rw [← hc]
    exact (mem_levels_shift W h S c E₀).2 h₀.1
  · intro E hE
    -- every shifted level comes from an unshifted level above `E₀`
    have hle := h₀.2 ((mem_levels_shift W h S c (E - N * c)).1 (by rwa [sub_add_cancel]))
    linarith
```

## (l) Different electron numbers

Task: take an N-electron system with fixed operator W and an M-electron system with its own W′, sharing h. Let nonzero ψ and χ have energies E, E′ with h and F, F′ with h + c1. Show

F − F′ = E − E′ + (N − M)c.

Solution: by (g), Fψ = (E + Nc)ψ and F′χ = (E′ + Mc)χ. The vectors are nonzero, so F = E + Nc and F′ = E′ + Mc (`smul_left_injective`), and subtraction gives the claim.

The invariance in (i) is therefore tied to a fixed electron number. Within the family h + c1, excitation energies at one N leave c undetermined, whereas an ionisation energy, the energy with one electron fewer minus the original energy, changes by −c.

```lean
/-- If an `N`-electron and an `M`-electron eigenstate have energies `E`, `E'` with `h` and
`F`, `F'` with `h + c 1`, then `F - F' = E - E' + (N - M) c`. -/
theorem energy_difference_shift {M : ℕ} (W : Matrix (Config ι N) (Config ι N) ℂ)
    (W' : Matrix (Config ι M) (Config ι M) ℂ) (h : Matrix ι ι ℂ) (c : ℂ)
    {ψ : Config ι N → ℂ} {χ : Config ι M → ℂ} (hψ : ψ ≠ 0) (hχ : χ ≠ 0) {E E' F F' : ℂ}
    (hE : hamiltonian W h *ᵥ ψ = E • ψ) (hE' : hamiltonian W' h *ᵥ χ = E' • χ)
    (hF : hamiltonian W (shifted h c) *ᵥ ψ = F • ψ)
    (hF' : hamiltonian W' (shifted h c) *ᵥ χ = F' • χ) :
    F - F' = E - E' + ((N : ℂ) - M) * c := by
  have e₁ : F • ψ = (E + N * c) • ψ := hF.symm.trans ((eigen_shift_iff W h c E ψ).2 hE)
  have e₂ : F' • χ = (E' + M * c) • χ := hF'.symm.trans ((eigen_shift_iff W' h c E' χ).2 hE')
  have h₁ : F = E + N * c := smul_left_injective ℂ hψ e₁
  have h₂ : F' = E' + M * c := smul_left_injective ℂ hχ e₂
  rw [h₁, h₂]
  ring

end

end OneElectronShift
```

```lean
#print axioms OneElectronShift.onElectron_shift
#print axioms OneElectronShift.level_moves_anywhere
#print axioms OneElectronShift.lowest_level_arbitrary
#print axioms OneElectronShift.energy_difference_shift
```

```
'OneElectronShift.onElectron_shift' depends on axioms: [propext, Classical.choice, Quot.sound]
'OneElectronShift.level_moves_anywhere' depends on axioms: [propext, Classical.choice, Quot.sound]
'OneElectronShift.lowest_level_arbitrary' depends on axioms: [propext, Classical.choice, Quot.sound]
'OneElectronShift.energy_difference_shift' depends on axioms: [propext, Classical.choice, Quot.sound]
```
